# Exact lumping of a finite linear rate equation: a block generator exists if and only if the column sums over each block are constant on blocks

Suppose states 1 and 2 of a molecule are merged into one species because an experiment cannot tell them apart, and they return to state 0 with different rates $d_1$ and $d_2$. The return flux is $d_1p_1+d_2p_2$, which is not a function of the merged population $p_1+p_2$. A two-state model with one fixed return rate then gives wrong populations for some initial conditions, however that rate is fitted. The criterion below tells when such a merger is exact, for a finite set of states obeying a linear rate equation with constant coefficients.

## States, blocks and the summing matrix

The populations form a vector $p$ with $\dot p = Wp$, so $W_{ij}$ with $i\neq j$ is the rate from $j$ to $i$. The states form a finite type `n` and the blocks a finite type `m`.

In Lean 4 with Mathlib:

```lean
import Mathlib

open Matrix

namespace ExactLumping

noncomputable section

variable {n m : Type*} [Fintype n] [Fintype m] [DecidableEq n] [DecidableEq m]
```

A map $b$ sends each state to its block. The block populations are $P=Vp$, where $V_{Ai}=1$ if $b(i)=A$ and $V_{Ai}=0$ otherwise.

```lean
/-- The block-summing matrix `V` of the partition `b`: it adds up the populations of the
states in each block. -/
def blockSum (b : n → m) : Matrix m n ℝ :=
  Matrix.of fun A i => if b i = A then 1 else 0
```

The matrix $W$ is called lumpable if, for every block $A$,
$$b(j)=b(j')\quad\Longrightarrow\quad \sum_{i\in A}W_{ij}=\sum_{i\in A}W_{ij'} .$$
The block $A$ may be the one that contains $j$, and then the sum includes the diagonal element $W_{jj}$. Leaving it out turns the criterion into a different and wrong one, as the three-state network at the end shows.

```lean
/-- For every block `A`, the sum of `W i j` over all `i` in `A`, with the diagonal element included
if `j` lies in `A`, is the same for all `j` in one block. -/
def IsLumpable (b : n → m) (W : Matrix n n ℝ) : Prop :=
  ∀ A j j', b j = b j' → ∑ i with b i = A, W i j = ∑ i with b i = A, W i j'
```

Lumpability is defined for any real matrix. The physical case, in which rates between different states are nonnegative and total population is conserved, has its own definition and is needed only for one theorem.

```lean
/-- A rate matrix in the column convention: nonnegative rates between different states, and
columns that sum to zero. -/
def IsRateMatrix (W : Matrix n n ℝ) : Prop :=
  (∀ i j, i ≠ j → 0 ≤ W i j) ∧ ∀ j, ∑ i, W i j = 0
```

## The algebraic criterion

Closed block dynamics $\dot P=KP$ requires $VWp=KVp$ for every $p$, that is, $VW=KV$. The left side has entries
$$(VW)_{Aj}=\sum_i V_{Ai}W_{ij}=\sum_{i\in A}W_{ij}.$$

```lean
omit [Fintype m] [DecidableEq n] in
/-- The entry of `V W` at block `A` and state `j` is the sum of `W i j` over all `i` in `A`. -/
theorem blockSum_mul_apply (b : n → m) (W : Matrix n n ℝ) (A : m) (j : n) :
    (blockSum b * W) A j = ∑ i with b i = A, W i j := by
  simp [blockSum, Matrix.mul_apply, Finset.sum_filter]
```

On the right, only the block of $j$ survives in the sum:
$$(KV)_{Aj}=\sum_B K_{AB}V_{Bj}=K_{A\,b(j)}.$$

```lean
omit [Fintype n] [DecidableEq n] in
/-- The entry of `K V` at block `A` and state `j` is the entry of `K` at `A` and the block of `j`.
-/
theorem mul_blockSum_apply (b : n → m) (K : Matrix m m ℝ) (A : m) (j : n) :
    (K * blockSum b) A j = K A (b j) := by
  simp [blockSum, Matrix.mul_apply]
```

Hence $VW=KV$ says that $\sum_{i\in A}W_{ij}=K_{A\,b(j)}$ for all $A$ and $j$. The right side depends on $j$ only through its block, so $W$ is lumpable. Conversely, if $W$ is lumpable, choose a representative state $s(B)$ in each block and set
$$K_{AB}=\sum_{i\in A}W_{i\,s(B)} .$$
Lumpability allows $s(b(j))$ to be replaced by $j$, which gives $VW=KV$. Any other solution has the same entries, as one sees by evaluating the equation at $j=s(B)$.

The hypothesis `Function.Surjective b` says that no block is empty, and it supplies the representatives. The quantifier `∃!` means that exactly one $K$ exists, but the step from $K$ to lumpability uses only its existence.

```lean
omit [DecidableEq n] in
/-- For nonempty blocks, `V W = K V` has a unique solution `K` exactly when `W` is lumpable. -/
theorem existsUnique_generator_iff (b : n → m) (hb : Function.Surjective b)
    (W : Matrix n n ℝ) :
    (∃! K : Matrix m m ℝ, blockSum b * W = K * blockSum b) ↔ IsLumpable b W := by
  constructor
  · rintro ⟨K, hK, -⟩ A j j' h
    have hK' : blockSum b * W = K * blockSum b := hK
    rw [← blockSum_mul_apply, ← blockSum_mul_apply, hK', mul_blockSum_apply,
      mul_blockSum_apply, h]
  · intro h
    -- choose a representative state in every block
    obtain ⟨s, hs⟩ := hb.hasRightInverse
    have hs' : ∀ B, b (s B) = B := hs
    refine ⟨Matrix.of fun A B => ∑ i with b i = A, W i (s B), ?_, ?_⟩
    · ext A j
      rw [blockSum_mul_apply, mul_blockSum_apply]
      exact h A j (s (b j)) (hs' (b j)).symm
    · intro K hK
      have hK' : blockSum b * W = K * blockSum b := hK
      ext A B
      have h1 := congrFun (congrFun hK' A) (s B)
      rw [blockSum_mul_apply, mul_blockSum_apply, hs'] at h1
      exact h1.symm
```

In a numerical calculation this is a short test. Form $VW$, compare its columns within each block, and if they agree up to rounding, take one column per block as $K$. A code that stores rates in the row convention, with $W_{ij}$ the rate from $i$ to $j$, must transpose its matrix first.

## From generators to propagators

The solution of the rate equation is $p(t)=e^{tW}p(0)$, and the file works with this propagator directly. In the formulas for $e^{A}$ and $e^{tA}$ below, $A$ is any real square matrix; elsewhere it labels a block. The first ingredient is the series
$$e^{A}=\sum_{k=0}^{\infty}\frac{A^k}{k!}.$$
The proof picks a matrix norm to obtain convergence; the statement does not depend on that choice.

```lean
/-- The exponential series of a real matrix converges to its exponential. -/
theorem hasSum_exp (A : Matrix n n ℝ) :
    HasSum (fun k : ℕ => ((k.factorial : ℝ)⁻¹) • A ^ k) (NormedSpace.exp A) := by
  let : NormedRing (Matrix n n ℝ) := Matrix.linftyOpNormedRing
  let : NormedAlgebra ℝ (Matrix n n ℝ) := Matrix.linftyOpNormedAlgebra
  exact NormedSpace.exp_series_hasSum_exp' (𝕂 := ℝ) A
```

If $VW=KV$, then $VW^k=K^kV$ for every $k$. This holds for $k=0$, and the induction step is
$$VW^{k+1}=(VW^k)W=K^kVW=K^kKV=K^{k+1}V .$$
Multiplication by $V$ is continuous and additive, so it can be taken inside the series:
$$Ve^{W}=\sum_k\frac{VW^k}{k!}=\sum_k\frac{K^kV}{k!}=e^{K}V .$$
In the proof, `hpow` is the induction, `h1` and `h2` are the two multiplied series, and uniqueness of the limit identifies them. The argument works for any rectangular $V$.

```lean
/-- A rectangular matrix that intertwines two generators intertwines their exponentials. -/
theorem exp_intertwine (V : Matrix m n ℝ) (W : Matrix n n ℝ) (K : Matrix m m ℝ)
    (h : V * W = K * V) : V * NormedSpace.exp W = NormedSpace.exp K * V := by
  have hpow : ∀ k : ℕ, V * W ^ k = K ^ k * V := by
    intro k
    induction k with
    | zero => simp
    | succ k ih =>
      rw [pow_succ, pow_succ, ← Matrix.mul_assoc, ih, Matrix.mul_assoc, h, Matrix.mul_assoc]
  -- multiply both exponential series by `V` and compare them term by term
  have h1 : HasSum (fun k : ℕ => V * (((k.factorial : ℝ)⁻¹) • W ^ k))
      (V * NormedSpace.exp W) :=
    (hasSum_exp W).map (Matrix.addMonoidHomMulLeft V)
      (continuous_const.matrix_mul continuous_id)
  have h2 : HasSum (fun k : ℕ => (((k.factorial : ℝ)⁻¹) • K ^ k) * V)
      (NormedSpace.exp K * V) :=
    (hasSum_exp K).map (Matrix.addMonoidHomMulRight V)
      (continuous_id.matrix_mul continuous_const)
  simp only [Matrix.mul_smul, hpow] at h1
  simp only [Matrix.smul_mul] at h2
  exact h1.unique h2
```

For the way back, the generator is recovered from the propagator at time zero:
$$\left.\frac{d}{dt}\left(e^{tA}\right)_{ij}\right|_{t=0}=A_{ij}.$$
The proof differentiates the matrix exponential and then applies the linear map `L` that reads off one entry.

```lean
/-- Each entry of the propagator `exp (t A)` has the corresponding entry of `A` as its
time derivative at `t = 0`. -/
theorem hasDerivAt_propagator (A : Matrix n n ℝ) (i j : n) :
    HasDerivAt (fun t : ℝ => NormedSpace.exp (t • A) i j) (A i j) 0 := by
  let : NormedRing (Matrix n n ℝ) := Matrix.linftyOpNormedRing
  let : NormedAlgebra ℝ (Matrix n n ℝ) := Matrix.linftyOpNormedAlgebra
  let L : Matrix n n ℝ →ₗ[ℝ] ℝ :=
    { toFun := fun M => M i j
      map_add' := fun _ _ => rfl
      map_smul' := fun _ _ => rfl }
  have h := hasDerivAt_exp_smul_const (𝕂 := ℝ) A (0 : ℝ)
  rw [zero_smul, NormedSpace.exp_zero, one_mul] at h
  exact (LinearMap.toContinuousLinearMap L).hasFDerivAt.comp_hasDerivAt (0 : ℝ) h
```

Now suppose that $Ve^{tW}=e^{tK}V$ for all $t$. The entry $(A,j)$ of this identity is
$$\sum_i V_{Ai}\left(e^{tW}\right)_{ij}=\left(e^{tK}\right)_{A\,b(j)},$$
and its derivative at $t=0$ is $(VW)_{Aj}=K_{A\,b(j)}=(KV)_{Aj}$. In the other direction, $VW=KV$ implies $V(tW)=(tK)V$, and the series argument applies to $tW$ and $tK$. Here $K$ is fixed, and empty blocks are allowed. Time runs over all real numbers, negative ones included.

```lean
/-- The block propagator `exp (t K)` reproduces the summed propagator `exp (t W)` at all times
exactly when `V W = K V`. -/
theorem propagator_iff (b : n → m) (W : Matrix n n ℝ) (K : Matrix m m ℝ) :
    (∀ t : ℝ, blockSum b * NormedSpace.exp (t • W) = NormedSpace.exp (t • K) * blockSum b) ↔
      blockSum b * W = K * blockSum b := by
  constructor
  · intro h
    ext A j
    -- differentiate both sides at time zero
    have h1 : HasDerivAt (fun t : ℝ => ∑ i, blockSum b A i * NormedSpace.exp (t • W) i j)
        (∑ i, blockSum b A i * W i j) 0 :=
      HasDerivAt.fun_sum fun i _ => (hasDerivAt_propagator W i j).const_mul _
    have h2 := hasDerivAt_propagator K A (b j)
    have e : (fun t : ℝ => ∑ i, blockSum b A i * NormedSpace.exp (t • W) i j) =
        fun t : ℝ => NormedSpace.exp (t • K) A (b j) := by
      funext t
      rw [← Matrix.mul_apply, h t, mul_blockSum_apply]
    rw [e] at h1
    rw [mul_blockSum_apply, Matrix.mul_apply]
    exact h1.unique h2
  · intro h t
    apply exp_intertwine
    rw [Matrix.mul_smul, Matrix.smul_mul, h]
```

## Closed block dynamics at all times

The propagator identity and $VW=KV$ select the same matrices $K$. Replacing one condition by the other in the algebraic criterion gives the main theorem: a unique $K$ with
$$Ve^{tW}=e^{tK}V\qquad\text{for all }t$$
exists if and only if $W$ is lumpable.

```lean
/-- **Exact lumping.** For nonempty blocks, a unique block generator `K` with `V exp (t W) = exp (t
K) V` at all times exists exactly when `W` is lumpable. -/
theorem exact_lumping (b : n → m) (hb : Function.Surjective b) (W : Matrix n n ℝ) :
    (∃! K : Matrix m m ℝ, ∀ t : ℝ,
      blockSum b * NormedSpace.exp (t • W) = NormedSpace.exp (t • K) * blockSum b) ↔
      IsLumpable b W := by
  simp only [propagator_iff]
  exact existsUnique_generator_iff b hb W
```

Applied to an initial vector, the identity reads
$$P(t)=Ve^{tW}p(0)=e^{tK}Vp(0)=e^{tK}P(0).$$
The distribution inside the blocks at time zero has no influence on $P(t)$. The vector $p(0)$ is arbitrary, so it need not be normalised or nonnegative.

```lean
/-- If `V W = K V`, the block populations at time `t` follow from the initial block
populations through `exp (t K)`, for every initial population vector `p`. -/
theorem block_populations (b : n → m) (W : Matrix n n ℝ) (K : Matrix m m ℝ)
    (h : blockSum b * W = K * blockSum b) (p : n → ℝ) (t : ℝ) :
    blockSum b *ᵥ (NormedSpace.exp (t • W) *ᵥ p) =
      NormedSpace.exp (t • K) *ᵥ (blockSum b *ᵥ p) := by
  rw [Matrix.mulVec_mulVec, Matrix.mulVec_mulVec, (propagator_iff b W K).2 h t]
```

The criterion concerns closure for every initial vector, with a time-independent $K$. It does not treat block dynamics that close only for special initial distributions, nor approximate lumping based on fast equilibration within blocks.

## The lumped matrix is again a rate matrix

The block equation describes transitions with nonnegative rates and a conserved total population if $K$ has the signs and column sums of a rate matrix. Let $W$ have them, and pick a state $j$ in block $B$, so that $K_{AB}=\sum_{i\in A}W_{ij}$. If $A\neq B$, every $i\in A$ differs from $j$, all terms are nonnegative, and $K_{AB}\ge 0$. The columns sum to
$$\sum_A K_{AB}=\sum_A\sum_{i\in A}W_{ij}=\sum_i W_{ij}=0,$$
because each state lies in exactly one block. This regrouping is `Finset.sum_fiberwise` in the proof.

```lean
omit [DecidableEq n] in
/-- Exact lumping of a rate matrix over nonempty blocks gives a rate matrix. -/
theorem lumped_isRateMatrix (b : n → m) (hb : Function.Surjective b)
    (W : Matrix n n ℝ) (K : Matrix m m ℝ) (h : blockSum b * W = K * blockSum b)
    (hW : IsRateMatrix W) : IsRateMatrix K := by
  have hK : ∀ A j, K A (b j) = ∑ i with b i = A, W i j := fun A j => by
    rw [← mul_blockSum_apply b K A j, ← h, blockSum_mul_apply]
  constructor
  · intro A B hAB
    obtain ⟨j, rfl⟩ := hb B
    rw [hK]
    refine Finset.sum_nonneg fun i hi => hW.1 i j ?_
    rintro rfl
    exact hAB (Finset.mem_filter.1 hi).2.symm
  · intro B
    obtain ⟨j, rfl⟩ := hb B
    simp only [hK]
    -- summing over blocks and then within blocks is summing over all states
    rw [Finset.sum_fiberwise]
    exact hW.2 j
```

## Three states that lump to two

Return to the molecule of the opening, now with equal return rates $d$ from states 1 and 2. State 0 feeds them with rates $a$ and $c$, and they interconvert with rates $e$ (from 1 to 2) and $f$ (from 2 to 1):
$$W=\begin{pmatrix}-(a+c)&d&d\\ a&-(d+e)&f\\ c&e&-(d+f)\end{pmatrix},\qquad K=\begin{pmatrix}-(a+c)&d\\ a+c&-d\end{pmatrix}.$$
The map `![0, 1, 1]` puts state 0 in block 0 and states 1 and 2 in block 1. For block 1, the column sums of states 1 and 2 are
$$-(d+e)+e=-d,\qquad f-(d+f)=-d .$$
They agree for all $e$ and $f$. Without the diagonal elements one would compare $e$ with $f$ and wrongly demand that they be equal. The internal rates drop out of $K$, and the merged species is filled with rate $a+c$ and emptied with rate $d$.

The theorem states $VW=KV$ for arbitrary real parameters, and its proof compares the six entries one by one. With nonnegative parameters, $W$ is a rate matrix.

```lean
/-- A three-state network with rates `a, c, d, e, f`, whose last two states both return to the
first with rate `d`, lumps exactly to a two-state network with rates `a + c` and `d`. -/
theorem lumping_witness (a c d e f : ℝ) :
    blockSum (![0, 1, 1] : Fin 3 → Fin 2) *
        !![-(a + c), d, d; a, -(d + e), f; c, e, -(d + f)] =
      !![-(a + c), d; a + c, -d] * blockSum (![0, 1, 1] : Fin 3 → Fin 2) := by
  ext A j
  fin_cases A <;> fin_cases j <;>
    simp [blockSum, Matrix.mul_apply, Fin.sum_univ_succ]

end

end ExactLumping
```

```lean
#print axioms ExactLumping.exact_lumping
#print axioms ExactLumping.block_populations
#print axioms ExactLumping.lumped_isRateMatrix
```

```
'ExactLumping.exact_lumping' depends on axioms: [propext, Classical.choice, Quot.sound]
'ExactLumping.block_populations' depends on axioms: [propext, Classical.choice, Quot.sound]
'ExactLumping.lumped_isRateMatrix' depends on axioms: [propext, Classical.choice, Quot.sound]
```
